# A zero-field solution g(x² + y²) in the plane, with g real and C², also solves the Schrödinger equation in any uniform magnetic field, at the same energy, with a compensating scalar potential

Q: Before I believe anything about magnetic fields, tell me what a wave function and a derivative are here.

A: A wave function is a map `ℝ → ℝ → ℂ`, one spinless electron in the plane. A partial derivative is the ordinary derivative with the other coordinate held fixed, and the Laplacian applies each partial derivative twice.

In Lean 4 with Mathlib:

```lean
import Mathlib

open Complex ComplexConjugate

namespace MagneticPotentialNonuniqueness

noncomputable section

/-- The partial derivative `∂f/∂x` of a wave function in the plane. -/
def dx (f : ℝ → ℝ → ℂ) (x y : ℝ) : ℂ := deriv (fun t => f t y) x

/-- The partial derivative `∂f/∂y` of a wave function in the plane. -/
def dy (f : ℝ → ℝ → ℂ) (x y : ℝ) : ℂ := deriv (fun t => f x t) y

/-- The Laplacian in the plane. -/
def laplacian (f : ℝ → ℝ → ℂ) (x y : ℝ) : ℂ := dx (dx f) x y + dy (dy f) x y
```

Q: And the Hamiltonian? If its expanded form were postulated, the interesting cancellation could be hidden in the definition.

A: It is not expanded. In atomic units, with electron charge $-1$, the kinetic momentum is $-i\nabla+A$ with $A=(a,b)$. The definition applies each component twice, halves the sum and adds $Vf$. There is no spin term.

```lean
/-- The `x` component `-i ∂/∂x + a` of the kinetic momentum. -/
def kinX (a : ℝ → ℝ → ℝ) (f : ℝ → ℝ → ℂ) (x y : ℝ) : ℂ :=
  -I * dx f x y + (a x y : ℂ) * f x y

/-- The `y` component `-i ∂/∂y + b` of the kinetic momentum. -/
def kinY (b : ℝ → ℝ → ℝ) (f : ℝ → ℝ → ℂ) (x y : ℝ) : ℂ :=
  -I * dy f x y + (b x y : ℂ) * f x y

/-- The Hamiltonian `(-i∇ + A)²/2 + V` with vector potential `A = (a, b)`, in atomic units. -/
def hamiltonian (a b V : ℝ → ℝ → ℝ) (f : ℝ → ℝ → ℂ) (x y : ℝ) : ℂ :=
  1 / 2 * (kinX a (kinX a f) x y + kinY b (kinY b f) x y) + (V x y : ℂ) * f x y
```

Q: Which potentials go in?

A: For real $B$, the vector potential is $A=\frac B2(-y,x)$. The scalar potential is $V_B=V-\frac{B^2}{8}(x^2+y^2)$, called `compensated`. The magnetic field is defined separately as the curl $\partial_x b-\partial_y a$, so that its value has to be proved.

```lean
/-- The `x` component of the vector potential `(B/2)(-y, x)`. -/
def vecX (B _x y : ℝ) : ℝ := -(B / 2) * y

/-- The `y` component of the vector potential `(B/2)(-y, x)`. -/
def vecY (B x _y : ℝ) : ℝ := B / 2 * x

/-- The magnetic field `∂b/∂x - ∂a/∂y` of the vector potential `(a, b)`. -/
def magneticField (a b : ℝ → ℝ → ℝ) (x y : ℝ) : ℝ :=
  deriv (fun t => b t y) x - deriv (fun t => a x t) y

/-- The scalar potential `V - B²(x² + y²)/8`. -/
def compensated (V : ℝ → ℝ → ℝ) (B x y : ℝ) : ℝ := V x y - B ^ 2 * (x ^ 2 + y ^ 2) / 8
```

Q: What about the current?

A: The file uses the paramagnetic current $\mathrm{Im}(f^*\nabla f)$, which is the part of the current that does not contain $A$. The angular momentum is $L_z=-i(x\partial_y-y\partial_x)$. The states of interest are $f(x,y)=g(x^2+y^2)$ with $g$ real, and the example uses $g(s)=e^{-s/2}$.

```lean
/-- The angular momentum `L_z = -i (x ∂/∂y - y ∂/∂x)`. -/
def angularMomentum (f : ℝ → ℝ → ℂ) (x y : ℝ) : ℂ :=
  -I * ((x : ℂ) * dy f x y - (y : ℂ) * dx f x y)

/-- The `x` component of the paramagnetic current, `Im(f* ∂f/∂x)`. -/
def currentX (f : ℝ → ℝ → ℂ) (x y : ℝ) : ℝ := (conj (f x y) * dx f x y).im

/-- The `y` component of the paramagnetic current, `Im(f* ∂f/∂y)`. -/
def currentY (f : ℝ → ℝ → ℂ) (x y : ℝ) : ℝ := (conj (f x y) * dy f x y).im

/-- The real, rotationally symmetric wave function `g(x² + y²)`. -/
def radial (g : ℝ → ℝ) (x y : ℝ) : ℂ := ((g (x ^ 2 + y ^ 2) : ℝ) : ℂ)

/-- The profile `exp(-s/2)`; substituting `s = x² + y²` gives a Gaussian in `x` and `y`. -/
def gaussian (s : ℝ) : ℝ := Real.exp (-s / 2)
```

Q: Now convince me by hand that the field can be compensated.

A: The component $a=-\frac B2y$ does not depend on $x$, and $b=\frac B2x$ does not depend on $y$. Applying each kinetic momentum twice therefore gives

$$(-i\partial_x+a)^2f=-\partial_x^2f-2ia\,\partial_xf+a^2f,$$
$$(-i\partial_y+b)^2f=-\partial_y^2f-2ib\,\partial_yf+b^2f.$$

Half the sum is

$$-\tfrac12\Delta f-i(a\,\partial_xf+b\,\partial_yf)+\tfrac12(a^2+b^2)f.$$

The middle term is $-i\frac B2(x\partial_yf-y\partial_xf)=\frac B2L_zf$. The last is the diamagnetic term $\frac{B^2}{8}(x^2+y^2)f$, which cancels the change in the scalar potential. What remains is

$$\tfrac12(-i\nabla+A)^2f+V_Bf=-\tfrac12\Delta f+Vf+\tfrac B2L_zf.$$

For $f=g(x^2+y^2)$ the chain rule gives $\nabla f=2g'(x^2+y^2)\,(x,y)$. Hence $L_zf=-i(2xy\,g'-2yx\,g')=0$, so a solution of $-\tfrac12\Delta f+Vf=Ef$ also solves the magnetic equation with $V_B$, at the same $E$. Since $f$ and $\nabla f$ are real, $\mathrm{Im}(f^*\nabla f)=0$.

Q: Does the formal proof follow that expansion, or does it take a detour?

A: It follows it. The first lemma differentiates $-ih'+ch$ along a line, where $c$ is the component of $A$ that is constant along that line. It assumes that $h$ is twice continuously differentiable, which is enough for $h'$ to be differentiated again.

```lean
/-- Derivative of `-i h' + c h` along a line, for a twice continuously differentiable `h`
and a constant `c`. -/
theorem deriv_kinetic {h : ℝ → ℂ} (hh : ContDiff ℝ 2 h) (c : ℂ) (t : ℝ) :
    deriv (fun s => -I * deriv h s + c * h s) t = -I * deriv (deriv h) t + c * deriv h t := by
  have h1 : Differentiable ℝ h := hh.differentiable (by norm_num)
  rw [show (2 : WithTop ℕ∞) = 1 + 1 from one_add_one_eq_two.symm,
    contDiff_succ_iff_deriv] at hh
  have h2 : Differentiable ℝ (deriv h) := hh.2.2.differentiable (by norm_num)
  exact (((h2 t).hasDerivAt.const_mul (-I)).fun_add ((h1 t).hasDerivAt.const_mul c)).deriv
```

The next theorem is the displayed identity, for every $f$ that is C² in both variables jointly and for an arbitrary real function $V$. The proof restricts $f$ to lines, applies the lemma once in each direction (`ex` and `ey`) and unfolds the potentials. The closing `linear_combination` uses $i^2=-1$ to turn the two factors $-i$ into the minus sign of the kinetic energy.

```lean
/-- On a twice continuously differentiable wave function, the Hamiltonian with potentials
`(B/2)(-y, x)` and `V - B²(x² + y²)/8` acts as `-Δ/2 + V + (B/2) L_z`. -/
theorem hamiltonian_compensated {f : ℝ → ℝ → ℂ}
    (hf : ContDiff ℝ 2 (fun p : ℝ × ℝ => f p.1 p.2)) (V : ℝ → ℝ → ℝ) (B x y : ℝ) :
    hamiltonian (vecX B) (vecY B) (compensated V B) f x y =
      -(1 / 2) * laplacian f x y + (V x y : ℂ) * f x y
        + (B : ℂ) / 2 * angularMomentum f x y := by
  have sx : ContDiff ℝ 2 (fun t => f t y) :=
    hf.comp (by fun_prop : ContDiff ℝ 2 (fun t : ℝ => (t, y)))
  have sy : ContDiff ℝ 2 (fun t => f x t) :=
    hf.comp (by fun_prop : ContDiff ℝ 2 (fun t : ℝ => (x, t)))
  -- each component of A is constant along its own direction
  have ex : dx (kinX (vecX B) f) x y = -I * dx (dx f) x y + (vecX B x y : ℂ) * dx f x y :=
    deriv_kinetic sx (vecX B x y : ℂ) x
  have ey : dy (kinY (vecY B) f) x y = -I * dy (dy f) x y + (vecY B x y : ℂ) * dy f x y :=
    deriv_kinetic sy (vecY B x y : ℂ) y
  have kx : ∀ u, kinX (vecX B) u x y = -I * dx u x y + (vecX B x y : ℂ) * u x y :=
    fun _ => rfl
  have ky : ∀ u, kinY (vecY B) u x y = -I * dy u x y + (vecY B x y : ℂ) * u x y :=
    fun _ => rfl
  simp only [hamiltonian, kx, ky, ex, ey]
  simp only [vecX, vecY, compensated, angularMomentum, laplacian]
  push_cast
  linear_combination (1 / 2 * (dx (dx f) x y + dy (dy f) x y)) * I_sq
```

Q: So radial symmetry matters only through $L_z$. What happens to a state with angular momentum?

A: If it is an eigenfunction of $L_z$ with eigenvalue $m\neq0$, its energy shifts. Suppose $f$ solves the zero-field equation at energy $E$, and let $B\neq0$. Then $f$ solves the compensated equation at energy $E+\frac{Bm}{2}$ exactly when $L_zf=mf$, for any real number $m$. The proof subtracts the zero-field equation from the identity, which leaves $\frac B2L_zf=\frac B2mf$, and cancels $\frac B2$. The other direction adds the two equations.

```lean
/-- Let a twice continuously differentiable `f` solve the zero-field equation at energy `E`, and
let `B ≠ 0`. Then `f` solves the equation with potentials `(B/2)(-y, x)` and
`V - B²(x² + y²)/8` at energy `E + Bm/2` exactly when `L_z f = m f`. -/
theorem shifted_energy_iff {f : ℝ → ℝ → ℂ}
    (hf : ContDiff ℝ 2 (fun p : ℝ × ℝ => f p.1 p.2)) {V : ℝ → ℝ → ℝ} {E B : ℝ} (hB : B ≠ 0)
    (h : ∀ x y, -(1 / 2) * laplacian f x y + (V x y : ℂ) * f x y = (E : ℂ) * f x y) (m : ℝ) :
    (∀ x y, hamiltonian (vecX B) (vecY B) (compensated V B) f x y =
      ((E : ℂ) + (B : ℂ) * (m : ℂ) / 2) * f x y) ↔
    ∀ x y, angularMomentum f x y = (m : ℂ) * f x y := by
  have hBc : (B : ℂ) / 2 ≠ 0 := div_ne_zero (ofReal_ne_zero.mpr hB) two_ne_zero
  constructor
  · intro k x y
    have k' := k x y
    rw [hamiltonian_compensated hf] at k'
    apply mul_left_cancel₀ hBc
    linear_combination k' - h x y
  · intro k x y
    rw [hamiltonian_compensated hf]
    linear_combination h x y + (B : ℂ) / 2 * k x y
```

Q: Give me a case where the compensation fails outright.

A: Keep $f$ real but give up the radial form: take $f=x\,e^{-(x^2+y^2)/2}$ with $V=\frac12(x^2+y^2)$. This solves the zero-field equation with $E=2$, and its paramagnetic current still vanishes. But $L_zf=iy\,e^{-(x^2+y^2)/2}$. At the point $(0,1)$ we have $f=0$, while the compensated Hamiltonian gives $\frac{iB}{2}e^{-1/2}$. For $B\neq0$ that is not zero, so no energy whatever makes $f$ a solution.

Q: Then state the radial result exactly.

A: First comes the chain rule, giving the two partial derivatives of $g(x^2+y^2)$.

```lean
/-- For twice continuously differentiable `g`, the gradient of `g(x² + y²)` is
`2 g'(x² + y²) (x, y)`. -/
theorem gradient_radial {g : ℝ → ℝ} (hg : ContDiff ℝ 2 g) (x y : ℝ) :
    HasDerivAt (fun t => radial g t y) ((2 * x * deriv g (x ^ 2 + y ^ 2) : ℝ) : ℂ) x ∧
    HasDerivAt (fun t => radial g x t) ((2 * y * deriv g (x ^ 2 + y ^ 2) : ℝ) : ℂ) y := by
  have hd := (hg.differentiable (by norm_num) (x ^ 2 + y ^ 2)).hasDerivAt
  have h1 : HasDerivAt (fun t : ℝ => t ^ 2 + y ^ 2) (2 * x) x := by
    simpa using (hasDerivAt_pow 2 x).add_const (y ^ 2)
  have h2 : HasDerivAt (fun t : ℝ => x ^ 2 + t ^ 2) (2 * y) y := by
    simpa using (hasDerivAt_pow 2 y).const_add (x ^ 2)
  exact ⟨(HasDerivAt.comp x hd h1).ofReal_comp.congr_deriv (by push_cast; ring),
    (HasDerivAt.comp y hd h2).ofReal_comp.congr_deriv (by push_cast; ring)⟩
```

The main theorem assumes that $g$ is real and C² on the whole line, and that $f=g(x^2+y^2)$ satisfies $-\frac12\Delta f+Vf=Ef$ at every point, with $V$ and $E$ real. It concludes that, for every real $B$ and at every point, the curl of $A$ is $B$ and $f$ satisfies the magnetic equation with $V_B$ at the same $E$. It also concludes that both components of the paramagnetic current vanish everywhere.

The proof obtains the smoothness of $f$ by composition and then settles four claims. The curl comes from two linear derivatives, $\frac B2-(-\frac B2)=B$. The magnetic equation follows from the general identity once `hL` has shown $L_zf=0$. The two current components are imaginary parts of real numbers.

```lean
/-- Let `g` be real and twice continuously differentiable, and let `f = g(x² + y²)` solve
`-Δf/2 + V f = E f`. For every `B` the potential `(B/2)(-y, x)` has magnetic field `B`, and with
the scalar potential `V - B²(x² + y²)/8` the same `f` solves the magnetic Schrödinger equation at
the same `E`; the paramagnetic current of `f` vanishes. -/
theorem same_state_in_every_field {g : ℝ → ℝ} (hg : ContDiff ℝ 2 g) {V : ℝ → ℝ → ℝ} {E : ℝ}
    (h : ∀ x y, -(1 / 2) * laplacian (radial g) x y + (V x y : ℂ) * radial g x y =
      (E : ℂ) * radial g x y) :
    (∀ B x y, magneticField (vecX B) (vecY B) x y = B ∧
      hamiltonian (vecX B) (vecY B) (compensated V B) (radial g) x y =
        (E : ℂ) * radial g x y) ∧
    ∀ x y, currentX (radial g) x y = 0 ∧ currentY (radial g) x y = 0 := by
  have hq : ContDiff ℝ 2 (fun p : ℝ × ℝ => p.1 ^ 2 + p.2 ^ 2) := by fun_prop
  have hf : ContDiff ℝ 2 (fun p : ℝ × ℝ => radial g p.1 p.2) :=
    Complex.ofRealCLM.contDiff.comp (hg.comp hq)
  have gx : ∀ x y, dx (radial g) x y = ((2 * x * deriv g (x ^ 2 + y ^ 2) : ℝ) : ℂ) :=
    fun x y => (gradient_radial hg x y).1.deriv
  have gy : ∀ x y, dy (radial g) x y = ((2 * y * deriv g (x ^ 2 + y ^ 2) : ℝ) : ℂ) :=
    fun x y => (gradient_radial hg x y).2.deriv
  refine ⟨fun B x y => ⟨?_, ?_⟩, fun x y => ⟨?_, ?_⟩⟩
  · have h1 : HasDerivAt (fun t : ℝ => B / 2 * t) (B / 2) x :=
      ((hasDerivAt_id' x).const_mul (B / 2)).congr_deriv (mul_one _)
    have h2 : HasDerivAt (fun t : ℝ => -(B / 2) * t) (-(B / 2)) y :=
      ((hasDerivAt_id' y).const_mul (-(B / 2))).congr_deriv (mul_one _)
    simp only [magneticField, vecX, vecY]
    rw [h1.deriv, h2.deriv]
    ring
  · -- a radial state carries no angular momentum
    have hL : angularMomentum (radial g) x y = 0 := by
      simp only [angularMomentum, gx, gy]
      push_cast
      ring
    rw [hamiltonian_compensated hf, hL, mul_zero, add_zero]
    exact h x y
  · simp only [currentX, gx, radial, conj_ofReal, ← ofReal_mul, ofReal_im]
  · simp only [currentY, gy, radial, conj_ofReal, ← ofReal_mul, ofReal_im]
```

Q: Where does it say that distinct potentials share a density?

A: The same function `radial g` appears for every $B$, so $|f|^2$ is the same too. Different values of $B$ give different curls, so the vector potentials are not related by a gauge transformation. For current-density-functional theory this means that, for one spinless electron in the plane, the density and paramagnetic current of an eigenstate need not determine the potentials.

Q: Current-density-functional theory is meant for many electrons, and you have one. What else is missing?

A: There is no electron interaction, and the theorems say nothing about ground states, normalisability or self-adjointness. The equations hold point by point. For $B\neq0$ the compensating term $-\frac{B^2}{8}(x^2+y^2)$ falls without bound, so $V_B$ alone need not confine the electron, even when $V$ does. The smoothness condition also leaves out states with a cusp: $e^{-r}$, with $r=\sqrt{x^2+y^2}$, would need $g(s)=e^{-\sqrt s}$, which is not differentiable at $s=0$.

Q: The zero function would satisfy your theorem. Is there a state I would recognise?

A: The Gaussian $f=e^{-(x^2+y^2)/2}$, whose normalised form is $f/\sqrt\pi$. From $\partial_xf=-xf$ one gets $\partial_x^2f=(x^2-1)f$, and likewise in $y$, so $\Delta f=(x^2+y^2-2)f$. With $V=\frac12(x^2+y^2)$ this gives $-\frac12\Delta f+Vf=f$, the oscillator equation with $E=1$. At $B=2$ the compensating term is $-\frac12(x^2+y^2)$ and $V_B$ is zero. The same Gaussian therefore solves the equation of an electron in a uniform field with no scalar potential, again with $E=1$.

The formal proof computes these derivatives in `hxx` and `hyy`, collects them in `osc`, shows in `hV` that the potential vanishes, and applies the main theorem at $B=2$.

```lean
/-- The Gaussian `exp(-(x² + y²)/2)` solves the zero-field oscillator equation with
`V = (x² + y²)/2` and `E = 1`, and also the equation with magnetic field `B = 2`, no scalar
potential and `E = 1`. -/
theorem gaussian_witness :
    (∀ x y, -(1 / 2) * laplacian (radial gaussian) x y
      + (((x ^ 2 + y ^ 2) / 2 : ℝ) : ℂ) * radial gaussian x y = radial gaussian x y) ∧
    ∀ x y, hamiltonian (vecX 2) (vecY 2) (fun _ _ => 0) (radial gaussian) x y =
      radial gaussian x y := by
  have hG : ContDiff ℝ 2 gaussian := by
    show ContDiff ℝ 2 (fun s : ℝ => Real.exp (-s / 2))
    fun_prop
  have hder : ∀ s, deriv gaussian s = -(1 / 2) * gaussian s := by
    intro s
    have h1 : HasDerivAt gaussian (Real.exp (-s / 2) * (-1 / 2)) s :=
      ((hasDerivAt_id' s).fun_neg.div_const 2).exp
    rw [h1.deriv, gaussian]
    ring
  have gx : ∀ x y : ℝ, HasDerivAt (fun t => radial gaussian t y)
      (-(x : ℂ) * radial gaussian x y) x := fun x y =>
    (gradient_radial hG x y).1.congr_deriv (by
      rw [hder]; simp only [radial]; push_cast; ring)
  have gy : ∀ x y : ℝ, HasDerivAt (fun t => radial gaussian x t)
      (-(y : ℂ) * radial gaussian x y) y := fun x y =>
    (gradient_radial hG x y).2.congr_deriv (by
      rw [hder]; simp only [radial]; push_cast; ring)
  have hneg : ∀ x : ℝ, HasDerivAt (fun t : ℝ => -(t : ℂ)) (-1) x := fun x =>
    (hasDerivAt_id' x).ofReal_comp.fun_neg.congr_deriv (by simp)
  have hx : dx (radial gaussian) = fun x y : ℝ => -(x : ℂ) * radial gaussian x y := by
    funext x y
    exact (gx x y).deriv
  have hy : dy (radial gaussian) = fun x y : ℝ => -(y : ℂ) * radial gaussian x y := by
    funext x y
    exact (gy x y).deriv
  -- second derivatives of the Gaussian
  have hxx : ∀ x y, dx (dx (radial gaussian)) x y =
      ((x : ℂ) ^ 2 - 1) * radial gaussian x y := by
    intro x y
    rw [hx]
    exact ((hneg x).fun_mul (gx x y)).deriv.trans (by ring)
  have hyy : ∀ x y, dy (dy (radial gaussian)) x y =
      ((y : ℂ) ^ 2 - 1) * radial gaussian x y := by
    intro x y
    rw [hy]
    exact ((hneg y).fun_mul (gy x y)).deriv.trans (by ring)
  have osc : ∀ x y, -(1 / 2) * laplacian (radial gaussian) x y
      + (((x ^ 2 + y ^ 2) / 2 : ℝ) : ℂ) * radial gaussian x y = radial gaussian x y := by
    intro x y
    rw [laplacian, hxx, hyy]
    push_cast
    ring
  refine ⟨osc, fun x y => ?_⟩
  -- at B = 2 the compensated oscillator potential is zero
  have hV : compensated (fun x y => (x ^ 2 + y ^ 2) / 2) 2 = fun _ _ => 0 := by
    funext x y
    simp only [compensated]
    ring
  have key := ((same_state_in_every_field hG (V := fun x y => (x ^ 2 + y ^ 2) / 2) (E := 1)
    (fun x y => by rw [ofReal_one, one_mul]; exact osc x y)).1 2 x y).2
  rw [hV, ofReal_one, one_mul] at key
  exact key

end

end MagneticPotentialNonuniqueness
```

```lean
#print axioms MagneticPotentialNonuniqueness.shifted_energy_iff
-- 'MagneticPotentialNonuniqueness.shifted_energy_iff' depends on axioms: [propext, Classical.choice, Quot.sound]
#print axioms MagneticPotentialNonuniqueness.same_state_in_every_field
-- 'MagneticPotentialNonuniqueness.same_state_in_every_field' depends on axioms: [propext, Classical.choice, Quot.sound]
```

Q: Let me check one point with numbers, at a field where the scalar potential does not vanish.

A: Take $B=1$ and the point $(1,0)$. The normalised Gaussian has the value $e^{-1/2}/\sqrt\pi\approx0.342$ there, and the density is about $0.117$. Here $A=(0,\frac12)$, $\partial_x^2f=0$, $\partial_y^2f=-f$ and $\partial_yf=0$. The kinetic term is $\frac12\left(0+f+\frac14f\right)=\frac58f$. The scalar potential is $V_B=\frac12-\frac18=\frac38$. The sum is $f$, so $E=1$. Without the field, the kinetic and potential terms are $\frac12f$ each, with the same sum.
